# Givens rotations in an orthonormal basis and the overlap matrix of a set of orbitals

The rows of `V * occupied k d * L.prod` are the coefficient vectors of `k` orbitals in a finite orthonormal basis of `k + d` orbitals. They are combinations, given by an arbitrary complex square matrix `V`, of the first `k` basis orbitals, followed by a finite sequence of complex Givens rotations, each on two adjacent basis orbitals. The theorem `overlap_eq` says that the matrix of their inner products is `V * Vᴴ`, whatever the rotations. Here the entry in row `i` and column `j` is the inner product of orbital `j` with orbital `i`, conjugate-linear in orbital `j`. The orbitals need not be normalised, orthogonal or even linearly independent. The proof cancels the product of the rotations against its adjoint, since it is unitary, and then uses `hO`, which says that the rows of `[I 0]` are orthonormal.

The failing Lean file:

```lean
import Mathlib

open Matrix ComplexConjugate

namespace OverlapEq

noncomputable section

/-- The two-orbital matrix with block `[[c, -conj s], [s, c]]` on distinct orbitals `p`, `q`,
and the identity on all other orbitals. -/
def givens {n : ℕ} (p q : Fin n) (c : ℝ) (s : ℂ) : Matrix (Fin n) (Fin n) ℂ := fun i j =>
  if i = p then (if j = p then (c : ℂ) else if j = q then -conj s else 0)
  else if i = q then (if j = p then s else if j = q then (c : ℂ) else 0)
  else if i = j then 1 else 0

/-- A gate is a complex Givens rotation of two adjacent orbitals, with `c² + |s|² = 1`. -/
def IsGate {n : ℕ} (G : Matrix (Fin n) (Fin n) ℂ) : Prop :=
  ∃ (p q : Fin n) (c : ℝ) (s : ℂ),
    q.val = p.val + 1 ∧ c ^ 2 + ‖s‖ ^ 2 = 1 ∧ G = givens p q c s

/-- The matrix `[I 0]`: the first `k` of `k + d` orbitals are occupied. -/
def occupied (k d : ℕ) : Matrix (Fin k) (Fin (k + d)) ℂ := fun i j =>
  if j = Fin.castAdd d i then 1 else 0

/-- A Givens matrix on two distinct orbitals mixes these two components of a vector and
leaves the others alone. -/
theorem givens_mulVec {n : ℕ} {p q : Fin n} (hpq : p ≠ q) (c : ℝ) (s : ℂ) (u : Fin n → ℂ) :
    givens p q c s *ᵥ u = fun i => if i = p then c * u p - conj s * u q
      else if i = q then s * u p + c * u q else u i := by
  funext i
  simp only [Matrix.mulVec, dotProduct]
  by_cases hp : i = p
  · refine (Fintype.sum_eq_add p q hpq ?_).trans ?_
    · intro x hx
      simp [givens, hp, hx.1, hx.2]
    · simp [givens, hp, hpq.symm, sub_eq_add_neg]
  · by_cases hq : i = q
    · refine (Fintype.sum_eq_add p q hpq ?_).trans ?_
      · intro x hx
        simp [givens, hq, hpq.symm, hx.1, hx.2]
      · simp [givens, hq, hpq.symm]
    · simp [givens, hp, hq]

/-- For distinct orbitals and `c² + |s|² = 1`, reversing the sign of `s` undoes the rotation. -/
theorem givens_mul_neg {n : ℕ} {p q : Fin n} (hpq : p ≠ q) {c : ℝ} {s : ℂ}
    (h : c ^ 2 + ‖s‖ ^ 2 = 1) : givens p q c s * givens p q c (-s) = 1 := by
  have hc : (c : ℂ) ^ 2 + conj s * s = 1 := by
    rw [Complex.conj_mul']
    exact_mod_cast h
  refine Matrix.ext_of_mulVec_single fun j => ?_
  generalize (Pi.single j 1 : Fin n → ℂ) = u
  rw [← Matrix.mulVec_mulVec, Matrix.one_mulVec, givens_mulVec hpq, givens_mulVec hpq]
  funext i
  by_cases hp : i = p
  · simp only [hp, hpq.symm, map_neg, if_true, if_false]
    linear_combination (u p) * hc
  · by_cases hq : i = q
    · simp only [hq, hpq.symm, map_neg, if_true, if_false]
      linear_combination (u q) * hc
    · simp only [hp, hq, if_false]

/-- Every gate is unitary. -/
theorem IsGate.unitary {n : ℕ} {G : Matrix (Fin n) (Fin n) ℂ} (hG : IsGate G) :
    G ∈ unitaryGroup (Fin n) ℂ := by
  obtain ⟨p, q, c, s, hq, h, rfl⟩ := hG
  have hpq : p ≠ q := by
    rintro rfl
    omega
  have hstar : (givens p q c s)ᴴ = givens p q c (-s) := by
    ext i j
    rw [conjTranspose_apply]
    by_cases h1 : i = p
    · by_cases h3 : j = p
      · simp [givens, h1, h3]
      · by_cases h4 : j = q <;> simp [givens, h1, h3, h4, hpq.symm]
    · by_cases h2 : i = q
      · by_cases h3 : j = p
        · simp [givens, h2, h3, hpq.symm]
        · by_cases h4 : j = q <;> simp [givens, h2, h3, h4, hpq.symm]
      · by_cases h5 : i = j
        · rw [← h5]
          simp [givens, h1, h2]
        · simp [givens, h1, h2, h5, Ne.symm h5]
  rw [mem_unitaryGroup_iff, star_eq_conjTranspose, hstar, givens_mul_neg hpq h]

/-- For a sequence of gates `L`, the overlap matrix of the orbitals `V [I 0] L.prod`
is `V Vᴴ`. -/
theorem overlap_eq {k d : ℕ} (V : Matrix (Fin k) (Fin k) ℂ)
    (L : List (Matrix (Fin (k + d)) (Fin (k + d)) ℂ)) (hL : ∀ G ∈ L, IsGate G) :
    (V * occupied k d * L.prod) * (V * occupied k d * L.prod)ᴴ = V * Vᴴ := by
  have hP : L.prod * L.prodᴴ = 1 :=
    mem_unitaryGroup_iff.mp (list_prod_mem fun G hG => (hL G hG).unitary)
  have hO : occupied k d * (occupied k d)ᴴ = 1 := by
    ext i j
    by_cases h : i = j <;> simp [occupied, Matrix.mul_apply, h]
  calc _ = V * (occupied k d * (L.prod * L.prodᴴ) * (occupied k d)ᴴ) * Vᴴ := by
        simp only [conjTranspose_mul, Matrix.mul_assoc]
    _ = V * Vᴴ := by rw [hP, Matrix.mul_one, hO, Matrix.mul_one]

end

end OverlapEq
```

The compiler's answer:

```
Main.lean:93:50: error: unsolved goals
case pos
k d : ℕ
V : Matrix (Fin k) (Fin k) ℂ
L : List (Matrix (Fin (k + d)) (Fin (k + d)) ℂ)
hL : ∀ G ∈ L, IsGate G
hP : L.prod * L.prodᴴ = 1
i j : Fin k
h : i = j
⊢ 1 = 1 i j

case neg
k d : ℕ
V : Matrix (Fin k) (Fin k) ℂ
L : List (Matrix (Fin (k + d)) (Fin (k + d)) ℂ)
hL : ∀ G ∈ L, IsGate G
hP : L.prod * L.prodᴴ = 1
i j : Fin k
h : ¬i = j
⊢ ¬j = i
```

Cause. The error is in the proof of `hO`, where one `simp` call has to compare the entries of both sides for `i = j` and for `i ≠ j`. It leaves a goal in each case.

In the first, the left side has become `1`, but the right side is still the identity matrix's entry `1 i j`. Although `simp` was given `h : i = j`, it did not make the two indices of that entry the same, so the entry was not recognised as diagonal. The repair splits with `eq_or_ne` and substitutes the equality by `rfl` before `simp` runs. Both indices are then the same variable, and the entry simplifies to `1`.

In the second, what remains is `¬j = i`, while the hypothesis is `¬i = j`. The two are equivalent, but `simp` did not turn the hypothesis round. The repair also passes it `h.symm`, which is the inequality in the direction needed.

Lean accepts the file once it reads:

```diff
@@ -93,5 +93,7 @@
   have hO : occupied k d * (occupied k d)ᴴ = 1 := by
     ext i j
-    by_cases h : i = j <;> simp [occupied, Matrix.mul_apply, h]
+    rcases eq_or_ne i j with rfl | h
+    · simp [occupied, Matrix.mul_apply]
+    · simp [occupied, Matrix.mul_apply, h, h.symm]
   calc _ = V * (occupied k d * (L.prod * L.prodᴴ) * (occupied k d)ᴴ) * Vᴴ := by
         simp only [conjTranspose_mul, Matrix.mul_assoc]
```
